# A continuous periodic charge density on the line has a periodic potential exactly when its cell is neutral

Let $a>0$ and let $\rho$ be a continuous real charge density on the line with $\rho(x+a)=\rho(x)$. A twice differentiable potential $\varphi$ with

$$\varphi''=-\rho,\qquad \varphi(x+a)=\varphi(x)$$

exists if and only if $\int_0^a\rho(t)\,dt=0$. If the cell is charged, subtracting $c$ times a continuous periodic density $g$ with nonzero cell charge restores solvability for exactly one value of $c$, the ratio of the two cell charges. This is the one-dimensional, continuous-density form of the neutrality condition met in Ewald sums and in periodic electronic-structure calculations on charged cells.

## Potential, field and enclosed charge

```lean
import Mathlib

namespace PeriodicPoissonCompensation

noncomputable section
```

The Poisson equation is a condition on two real functions. `SolvesPoisson ρ φ` says that $\varphi$ is differentiable everywhere and that $\varphi'$ has derivative $-\rho(x)$ at every $x$. The units absorb the constant in front of the charge: SI units would have $\rho/\varepsilon_0$ in place of $\rho$, Gaussian units $4\pi\rho$. A density on the line can be read as a three-dimensional charge distribution that varies along one direction only, in which case its integral is a charge per area.

```lean
/-- The potential `φ` is twice differentiable and satisfies the one-dimensional
Poisson equation `φ'' = -ρ` on the whole line. -/
def SolvesPoisson (ρ φ : ℝ → ℝ) : Prop :=
  Differentiable ℝ φ ∧ ∀ x, HasDerivAt (deriv φ) (-ρ x) x
```

The electric field is $-\varphi'$.

```lean
/-- The electric field `-φ'` of a potential `φ`. -/
def electricField (φ : ℝ → ℝ) (x : ℝ) : ℝ := -deriv φ x
```

For a function $f$, write $q_f(x)=\int_0^x f(t)\,dt$. When $f=\rho$ this is the charge between the origin and $x$, with a reversed sign for $x<0$, as usual for oriented integrals.

```lean
/-- The charge between the origin and `x`, counted with the orientation of the line. -/
def enclosedCharge (ρ : ℝ → ℝ) (x : ℝ) : ℝ := ∫ t in (0 : ℝ)..x, ρ t
```

The candidate field for a neutral cell is the enclosed charge with its cell average removed,

$$E(x)=q_\rho(x)-\frac1a\int_0^a q_\rho(t)\,dt .$$

```lean
/-- The enclosed charge minus its average over the cell `[0, a]`. -/
def cellField (a : ℝ) (ρ : ℝ → ℝ) (x : ℝ) : ℝ :=
  enclosedCharge ρ x - (∫ t in (0 : ℝ)..a, enclosedCharge ρ t) / a
```

The candidate potential is $\varphi(x)=-\int_0^x E(t)\,dt$. The code writes this integral as `enclosedCharge` applied to the field; there the name means only "primitive vanishing at the origin".

```lean
/-- The potential obtained by integrating the cell field from the origin. -/
def cellPotential (a : ℝ) (ρ : ℝ → ℝ) (x : ℝ) : ℝ :=
  -enclosedCharge (cellField a ρ) x
```

Periodicity is Mathlib's `Function.Periodic f a`, which means $f(x+a)=f(x)$ for all $x$. The length $a$ need not be the smallest period, so a supercell is allowed.

## (a) Gauss's law on the line

**Task.** Let $\varphi$ solve the Poisson equation for a continuous $\rho$. Show that the field difference between two points is the charge between them.

**Solution.** The field $-\varphi'$ has derivative $-\varphi''=\rho$. By the fundamental theorem of calculus,

$$-\varphi'(y)+\varphi'(x)=\int_x^y\rho(t)\,dt .$$

In Lean, `hd` is the statement that the field has derivative $\rho$, obtained by negating the second half of `SolvesPoisson`. Continuity of $\rho$ supplies the integrability that the fundamental theorem asks for. No periodicity is used.

```lean
/-- Gauss's law on the line: for a continuous charge density, the field difference between two
points is the charge between them. -/
theorem gauss_law {ρ φ : ℝ → ℝ} (hρ : Continuous ρ) (h : SolvesPoisson ρ φ) (x y : ℝ) :
    electricField φ y - electricField φ x = ∫ t in x..y, ρ t := by
  have hd : ∀ t, HasDerivAt (electricField φ) (ρ t) t := fun t => by
    have h1 := (h.2 t).fun_neg
    rw [neg_neg] at h1
    exact h1
  exact (intervalIntegral.integral_eq_sub_of_hasDerivAt (fun t _ => hd t)
    (hρ.intervalIntegrable x y)).symm
```

## (b) The field changes by the cell charge from each cell to the next

**Task.** Let $\rho$ also be $a$-periodic, with cell charge $Q=\int_0^a\rho(t)\,dt$. Show that the field of any solution changes by $nQ$ over $n$ cells, for $n=0,1,2,\dots$

**Solution.** First, every window of length $a$ holds the same charge, because

$$\frac{d}{dx}\int_x^{x+a}\rho(t)\,dt=\rho(x+a)-\rho(x)=0 .$$

Now use induction on $n$. For $n=0$ nothing has moved. For the step, Gauss's law between $x+na$ and $x+(n+1)a$ gives

$$-\varphi'(x+(n+1)a)=-\varphi'(x+na)+Q=-\varphi'(x)+(n+1)Q .$$

A charged cell does have solutions of the Poisson equation on the line: by (e) below, $\varphi(x)=-\int_0^x q_\rho(t)\,dt$ is one. The growth law shows that the field of every solution changes by the same nonzero amount $Q$ from each cell to the next.

The Lean proof is the same induction. `h1` is Gauss's law across the next cell, `h2` is the equality of the charges in all windows, and `linarith` adds them to the induction hypothesis.

```lean
/-- For a continuous periodic charge density, the field of any solution of the Poisson equation
changes over `n` cells by `n` times the charge of one cell. -/
theorem field_growth {a : ℝ} {ρ φ : ℝ → ℝ} (hρ : Continuous ρ)
    (hper : Function.Periodic ρ a) (h : SolvesPoisson ρ φ) (x : ℝ) (n : ℕ) :
    electricField φ (x + n * a) = electricField φ x + n * ∫ t in (0 : ℝ)..a, ρ t := by
  induction n with
  | zero => simp
  | succ n ih =>
    -- each further cell contributes the same charge
    have h1 := gauss_law hρ h (x + n * a) (x + n * a + a)
    have h2 := hper.intervalIntegral_add_eq (x + n * a) 0
    rw [zero_add] at h2
    have e : x + ((n + 1 : ℕ) : ℝ) * a = x + n * a + a := by push_cast; ring
    rw [e]
    push_cast
    linarith
```

## (c) A periodic potential has a periodic field

**Task.** Let $\varphi$ be differentiable and $a$-periodic. Show that $-\varphi'$ is $a$-periodic.

**Solution.** The functions $y\mapsto\varphi(y+a)$ and $\varphi$ are equal, so their derivatives at $x$ are equal. The first derivative is $\varphi'(x+a)$ and the second is $\varphi'(x)$.

In the code, `h1` differentiates the shifted function, `h2` identifies it with $\varphi$, and `h3` uses the uniqueness of the derivative.

```lean
/-- A differentiable periodic potential has a periodic electric field. -/
theorem field_periodic {a : ℝ} {φ : ℝ → ℝ} (hd : Differentiable ℝ φ)
    (hper : Function.Periodic φ a) : Function.Periodic (electricField φ) a := by
  intro x
  have h1 := (hd (x + a)).hasDerivAt.comp_add_const x a
  have h2 : (fun y => φ (y + a)) = φ := funext hper
  rw [h2] at h1
  have h3 := h1.unique (hd x).hasDerivAt
  simp only [electricField, h3]
```

## (d) The primitive of a periodic function with zero cell integral

**Task.** Let $f$ be continuous and $a$-periodic with $\int_0^a f(t)\,dt=0$. Show that $q_f$ is $a$-periodic.

**Solution.** Split the integral at $x$ and move the second window back to the origin:

$$q_f(x+a)=\int_0^x f(t)\,dt+\int_x^{x+a}f(t)\,dt=q_f(x)+\int_0^a f(t)\,dt=q_f(x).$$

The two named facts in the Lean proof are these two moves: `h1` splits the integral and `h2` shifts the window. The lemma is stated for a general $f$ because part (f) applies it twice, to the charge density and then to the field.

```lean
/-- If a continuous periodic density has no net charge in a cell, its enclosed charge
is periodic. -/
theorem enclosedCharge_periodic {a : ℝ} {f : ℝ → ℝ} (hf : Continuous f)
    (hper : Function.Periodic f a) (h0 : ∫ t in (0 : ℝ)..a, f t = 0) :
    Function.Periodic (enclosedCharge f) a := by
  intro x
  have h1 : (∫ t in (0 : ℝ)..x, f t) + (∫ t in x..(x + a), f t)
      = ∫ t in (0 : ℝ)..(x + a), f t :=
    intervalIntegral.integral_add_adjacent_intervals
      (hf.intervalIntegrable 0 x) (hf.intervalIntegrable x (x + a))
  have h2 := hper.intervalIntegral_add_eq x 0
  rw [zero_add] at h2
  simp only [enclosedCharge]
  linarith
```

## (e) The derivative of the enclosed charge

**Task.** Let $f$ be continuous. Show that $q_f'=f$.

**Solution.** For $h\neq0$ the difference quotient

$$\frac{q_f(x+h)-q_f(x)}{h}=\frac1h\int_x^{x+h}f(t)\,dt$$

is the average of $f$ between $x$ and $x+h$. Since $f$ is continuous at $x$, this average tends to $f(x)$ as $h\to0$. Mathlib has this form of the fundamental theorem, and the proof quotes it.

```lean
/-- The enclosed charge of a continuous density has that density as its derivative. -/
theorem enclosedCharge_hasDerivAt {f : ℝ → ℝ} (hf : Continuous f) (x : ℝ) :
    HasDerivAt (enclosedCharge f) (f x) x :=
  (hf.integral_hasStrictDerivAt 0 x).hasDerivAt
```

## (f) An explicit potential for a neutral cell

**Task.** Let $\rho$ be continuous and $a$-periodic with $\int_0^a\rho(t)\,dt=0$. Show that $\varphi(x)=-\int_0^xE(t)\,dt$ is $a$-periodic and solves $\varphi''=-\rho$.

**Solution.** The field $E$ differs from $q_\rho$ by a constant, so $E'=\rho$ by (e), and $E$ is continuous. Since the cell is neutral, $q_\rho$ is periodic by (d), and so is $E$. Its cell integral vanishes by construction:

$$\int_0^aE(t)\,dt=\int_0^aq_\rho(t)\,dt-a\cdot\frac1a\int_0^aq_\rho(t)\,dt=0 .$$

Thus $E$ satisfies the hypotheses of (d), and its primitive is periodic. Hence $\varphi$ is periodic. Finally, $\varphi'=-E$ by (e), and so $\varphi''=-E'=-\rho$.

The two conditions have separate roles. Neutrality makes the field periodic; the zero mean of the field makes the potential periodic. Without the subtracted average, the potential could change by a fixed amount from cell to cell, as it does in a uniform applied field.

The facts `hE`, `hEp` and `hE0` state that $E'=\rho$, that $E$ is periodic and that its cell integral is zero. The closing `refine` splits the claim into periodicity, differentiability of $\varphi$, and the equation for the second derivative. The assumption $a>0$ enters through the division by $a$.

```lean
/-- For a continuous periodic density with a neutral cell, the cell potential is periodic and solves
the Poisson equation. -/
theorem cellPotential_spec {a : ℝ} (ha : 0 < a) {ρ : ℝ → ℝ} (hρ : Continuous ρ)
    (hper : Function.Periodic ρ a) (h0 : ∫ t in (0 : ℝ)..a, ρ t = 0) :
    Function.Periodic (cellPotential a ρ) a ∧ SolvesPoisson ρ (cellPotential a ρ) := by
  have hQ : Continuous (enclosedCharge ρ) :=
    continuous_iff_continuousAt.2 fun x => (enclosedCharge_hasDerivAt hρ x).continuousAt
  have hE : ∀ x, HasDerivAt (cellField a ρ) (ρ x) x := fun x =>
    (enclosedCharge_hasDerivAt hρ x).sub_const _
  have hEc : Continuous (cellField a ρ) :=
    continuous_iff_continuousAt.2 fun x => (hE x).continuousAt
  -- neutrality makes the field periodic
  have hEp : Function.Periodic (cellField a ρ) a := fun x => by
    simp only [cellField, enclosedCharge_periodic hρ hper h0 x]
  -- the subtracted average makes the field integrate to zero over a cell
  have hE0 : ∫ t in (0 : ℝ)..a, cellField a ρ t = 0 := by
    have hne : a ≠ 0 := ha.ne'
    simp only [cellField]
    rw [intervalIntegral.integral_sub (hQ.intervalIntegrable _ _)
      (continuous_const.intervalIntegrable _ _), intervalIntegral.integral_const,
      smul_eq_mul, sub_zero]
    have h1 : a * ((∫ t in (0 : ℝ)..a, enclosedCharge ρ t) / a)
        = ∫ t in (0 : ℝ)..a, enclosedCharge ρ t := by field_simp
    linarith
  have hφ : ∀ x, HasDerivAt (cellPotential a ρ) (-cellField a ρ x) x := fun x =>
    (enclosedCharge_hasDerivAt hEc x).fun_neg
  refine ⟨fun x => ?_, fun x => (hφ x).differentiableAt, fun x => ?_⟩
  · simp only [cellPotential, enclosedCharge_periodic hEc hEp hE0 x]
  · have h1 : deriv (cellPotential a ρ) = fun y => -cellField a ρ y :=
      funext fun y => (hφ y).deriv
    rw [h1]
    exact (hE x).fun_neg
```

## (g) Neutrality is necessary and sufficient

**Task.** For $a>0$ and a continuous $a$-periodic $\rho$, show that an $a$-periodic solution of the Poisson equation exists if and only if $\int_0^a\rho(t)\,dt=0$.

**Solution.** Suppose that a periodic solution $\varphi$ exists. By (c) its field takes the same value at $0$ and at $a$. Gauss's law between these points gives

$$\int_0^a\rho(t)\,dt=-\varphi'(a)+\varphi'(0)=0 .$$

Conversely, if the integral is zero, the potential from (f) is a periodic solution.

The Lean statement has the existence of $\varphi$ on the left of `↔` and the vanishing cell charge on the right. Its hypotheses are $a>0$, continuity and periodicity of $\rho$. Continuity leaves out point charges and charged sheets of zero thickness; they have to be smeared into continuous densities before the theorem applies. The first direction needs only one cell, so it uses (a) and (c) and not the growth law (b).

```lean
/-- A continuous periodic charge density admits a periodic electrostatic potential
if and only if its unit cell is neutral. -/
theorem periodic_poisson_iff_neutral {a : ℝ} (ha : 0 < a) {ρ : ℝ → ℝ}
    (hρ : Continuous ρ) (hper : Function.Periodic ρ a) :
    (∃ φ : ℝ → ℝ, Function.Periodic φ a ∧ SolvesPoisson ρ φ) ↔
      ∫ t in (0 : ℝ)..a, ρ t = 0 := by
  constructor
  · rintro ⟨φ, hφ, h⟩
    -- the field returns to its value after one cell, so no charge is enclosed
    have h1 := gauss_law hρ h 0 a
    have h2 := field_periodic h.1 hφ 0
    rw [zero_add] at h2
    linarith
  · intro h0
    exact ⟨cellPotential a ρ, cellPotential_spec ha hρ hper h0⟩
```

## (h) The strength of a compensating charge

**Task.** Let $g$ be a second continuous $a$-periodic density, with $\int_0^ag(t)\,dt\neq0$, and let $c$ be a real number. Show that the density $\rho-cg$ has a periodic potential if and only if

$$c=\frac{\int_0^a\rho(t)\,dt}{\int_0^ag(t)\,dt}.$$

**Solution.** The density $\rho-cg$ is continuous and periodic, so (g) applies to it. A periodic potential exists exactly when

$$0=\int_0^a\bigl(\rho(t)-c\,g(t)\bigr)dt=\int_0^a\rho(t)\,dt-c\int_0^ag(t)\,dt .$$

Division by the cell charge of $g$ gives the stated value of $c$.

The condition on $g$ says that the compensating density carries net charge; a neutral shape would leave the cell charge of $\rho$ unchanged at any strength. Beyond this, the shape is free. The choice $g=1$ is a uniform background, and a periodic array of smeared charges is another case. In the proof, `hI` is the linearity of the cell charge, and `eq_div_iff` carries out the division.

```lean
/-- For continuous periodic densities `ρ` and `g`, where `g` has nonzero cell charge, subtracting
`c` times `g` from `ρ` makes the periodic Poisson equation solvable exactly when `c` is the ratio of
the cell charges of `ρ` and `g`. -/
theorem compensation_iff {a : ℝ} (ha : 0 < a) {ρ g : ℝ → ℝ}
    (hρ : Continuous ρ) (hρp : Function.Periodic ρ a)
    (hg : Continuous g) (hgp : Function.Periodic g a)
    (hq : ∫ t in (0 : ℝ)..a, g t ≠ 0) (c : ℝ) :
    (∃ φ : ℝ → ℝ, Function.Periodic φ a ∧ SolvesPoisson (fun x => ρ x - c * g x) φ) ↔
      c = (∫ t in (0 : ℝ)..a, ρ t) / (∫ t in (0 : ℝ)..a, g t) := by
  have hcg : Continuous fun x => c * g x := continuous_const.mul hg
  have hp : Function.Periodic (fun x => ρ x - c * g x) a := fun x => by
    simp only [hρp x, hgp x]
  -- the total cell charge is linear in the strength of the compensation
  have hI : ∫ t in (0 : ℝ)..a, (ρ t - c * g t)
      = (∫ t in (0 : ℝ)..a, ρ t) - c * ∫ t in (0 : ℝ)..a, g t := by
    rw [intervalIntegral.integral_sub (hρ.intervalIntegrable _ _)
      (hcg.intervalIntegrable _ _), intervalIntegral.integral_const_mul]
  have hc : Continuous fun x => ρ x - c * g x := hρ.sub hcg
  refine (periodic_poisson_iff_neutral ha hc hp).trans ?_

  rw [hI, eq_div_iff hq]
  constructor <;> intro h <;> linarith

end

end PeriodicPoissonCompensation
```

```lean
#print axioms PeriodicPoissonCompensation.field_growth
#print axioms PeriodicPoissonCompensation.periodic_poisson_iff_neutral
#print axioms PeriodicPoissonCompensation.compensation_iff
```

```
'PeriodicPoissonCompensation.field_growth' depends on axioms: [propext, Classical.choice, Quot.sound]
'PeriodicPoissonCompensation.periodic_poisson_iff_neutral' depends on axioms: [propext, Classical.choice, Quot.sound]
'PeriodicPoissonCompensation.compensation_iff' depends on axioms: [propext, Classical.choice, Quot.sound]
```

## A cell of length 2 with charge 6

Take $a=2$ and $\rho(x)=3+\sin\pi x$. The cell charge is $6$. A uniform background $g=1$ has cell charge $2$, so $c=6/2=3$, and the compensated density is $\sin\pi x$. The construction in (f) then gives

$$q(x)=\frac{1-\cos\pi x}{\pi},\qquad E(x)=-\frac{\cos\pi x}{\pi},\qquad \varphi(x)=\frac{\sin\pi x}{\pi^2},$$

where the subtracted cell average is $1/\pi$. Indeed $\varphi''=-\sin\pi x$.

The shape $g(x)=1+\cos\pi x$ also has cell charge $2$ and needs the same $c=3$, but it leaves the density $\sin\pi x-3\cos\pi x$ and the potential

$$\varphi(x)=\frac{\sin\pi x+3(1-\cos\pi x)}{\pi^2}.$$

The cell charge of $g$ fixes the strength, while its shape affects the potential. With a background of strength $c=2$ instead of $3$, a charge of $2$ would remain in each cell, and by (b) the field would rise by $20$ over ten cells.

## The zero-wavevector term in a Fourier Poisson solver

A plane-wave or FFT code expands density and potential in $e^{iGx}$ with $G=2\pi m/a$ and $m$ an integer. The Poisson equation becomes $G^2\varphi_G=\rho_G$. For $G\neq0$ this gives $\varphi_G=\rho_G/G^2$. At $G=0$ it reads $0=\rho_0$, where $\rho_0$ is the cell charge divided by $a$, which is the neutrality condition again.

A code that sets $\varphi_0=0$ and skips this equation solves the problem for $\rho-\rho_0$. For a charged cell, that amounts to adding a uniform compensating background, the case $g=1$ and $c=\rho_0$ of part (h). The resulting potential has zero mean, whereas the one built in (f) vanishes at the origin; for the same compensated density the two differ by a constant.
